# Completing two orthonormal real orbitals to an orthogonal matrix in a four-orbital space

Let `u` and `v` be real coefficient vectors of two orbitals in an orthonormal basis of four, each normalised and the two orthogonal to each other. The lemma states that some real 4 × 4 matrix `Q` with `Qᵀ * Q = 1` has `u` and `v` as its first two columns, so the pair can be completed to a full orthonormal set of orbitals. No Hamiltonian enters. The attempt identifies the dot product with the inner product of `EuclideanSpace`, shows that the family indexed by `{0, 1}` is orthonormal, extends it to an orthonormal basis, and takes the basis vectors as the columns of `Q`.

An attempt in Lean 4 with a fault in it:

```lean
import Mathlib

open Matrix

namespace ExistsOrthogonalCompletion

/-- Two orthonormal vectors in a four-orbital space are the first two columns of some
orthogonal matrix. -/
theorem exists_orthogonal_completion (u v : Fin 4 → ℝ)
    (hu : u ⬝ᵥ u = 1) (hv : v ⬝ᵥ v = 1) (huv : u ⬝ᵥ v = 0) :
    ∃ Q : Matrix (Fin 4) (Fin 4) ℝ, Qᵀ * Q = 1 ∧ (∀ i, Q i 0 = u i) ∧ ∀ i, Q i 1 = v i := by
  have hin : ∀ x y : Fin 4 → ℝ, inner ℝ (WithLp.toLp 2 x : EuclideanSpace ℝ (Fin 4))
      (WithLp.toLp 2 y) = x ⬝ᵥ y := by
    intro x y
    simp [PiLp.inner_apply, dotProduct, mul_comm]
  have hon : Orthonormal ℝ (({0, 1} : Set (Fin 4)).restrict
      (![WithLp.toLp 2 u, WithLp.toLp 2 v, 0, 0] : Fin 4 → EuclideanSpace ℝ (Fin 4))) := by
    refine orthonormal_iff_ite.mpr ?_
    rintro ⟨i, rfl | rfl⟩ ⟨j, rfl | rfl⟩
    · rw [if_pos rfl]
      exact (hin u u).trans hu
    · rw [if_neg (by simp)]
      exact (hin u v).trans huv
    · rw [if_neg (by simp)]
      exact (hin v u).trans ((dotProduct_comm v u).trans huv)
    · rw [if_pos rfl]
      exact (hin v v).trans hv
  obtain ⟨b, hb⟩ := Orthonormal.exists_orthonormalBasis_extension_of_card_eq
    (𝕜 := ℝ) (ι := Fin 4) (by simp) hon
  refine ⟨Matrix.of fun i j => (b j).ofLp i, ?_, fun i => ?_, fun i => ?_⟩
  · ext i j
    rw [Matrix.one_apply]
    exact (hin (b i).ofLp (b j).ofLp).symm.trans (orthonormal_iff_ite.mp b.orthonormal i j)
  · exact congrArg (fun x : EuclideanSpace ℝ (Fin 4) => x.ofLp i) (hb 0 (by simp))
  · exact congrArg (fun x : EuclideanSpace ℝ (Fin 4) => x.ofLp i) (hb 1 (by simp))

end ExistsOrthogonalCompletion
```

The compiler's answer:

```
Main.lean:16:51: warning: `Set.restrict` has been deprecated: Use `Set.domRestrict` instead
Main.lean:22:21: error: `simp` made no progress

Note: The target expression is not type-correct under the `implicit` transparency level, which may have triggered the failure. This is usually caused by unfolding of semireducible definitions in prior tactic steps. Use `set_option linter.tacticCheckInstances true` to investigate the source of the issue.
Full error:
  Application type mismatch: The argument
    Or.inl (Eq.refl 0)
  has type
    0 = 0 ∨ 0 ∈ {1}
  but is expected to have type
    0 ∈ {0, 1}
  in the application
    ⟨0, ⋯⟩
Main.lean:24:21: error: `simp` made no progress

Note: The target expression is not type-correct under the `implicit` transparency level, which may have triggered the failure. This is usually caused by unfolding of semireducible definitions in prior tactic steps. Use `set_option linter.tacticCheckInstances true` to investigate the source of the issue.
Full error:
  Application type mismatch: The argument
    Eq.refl 1
  has type
    1 = 1
  but is expected to have type
    1 ∈ {1}
  in the application
    Or.inr (Eq.refl 1)
```

Diagnosis. Both errors come from the off-diagonal cases of the orthonormality check, where `if_neg` needs a proof that the indices 0 and 1, as elements of the subtype `{0, 1}`, are different. The `rintro` patterns split each membership proof as a disjunction, leaving terms such as `Or.inl (Eq.refl 0)` where a proof of `0 ∈ {0, 1}` is expected. The two types agree only after set membership is unfolded, which Lean does not do at `implicit` transparency. `simp` makes no progress on the resulting goal, and Lean's note gives this mismatch as a possible reason.

The repair does without `simp` there. It assumes the two subtype elements equal, applies `congrArg Subtype.val` to get `0 = 1` (or `1 = 0`) in `Fin 4`, and refutes that with `decide`. The membership proofs no longer matter, since only the underlying values are compared.

Replacing `Set.restrict` by `Set.domRestrict` answers the deprecation warning and is mere tidying.

As a diff, the version that Lean accepts:

```diff
@@ -14,5 +14,5 @@
     intro x y
     simp [PiLp.inner_apply, dotProduct, mul_comm]
-  have hon : Orthonormal ℝ (({0, 1} : Set (Fin 4)).restrict
+  have hon : Orthonormal ℝ (({0, 1} : Set (Fin 4)).domRestrict
       (![WithLp.toLp 2 u, WithLp.toLp 2 v, 0, 0] : Fin 4 → EuclideanSpace ℝ (Fin 4))) := by
     refine orthonormal_iff_ite.mpr ?_
@@ -20,7 +20,13 @@
     · rw [if_pos rfl]
       exact (hin u u).trans hu
-    · rw [if_neg (by simp)]
+    · rw [if_neg (by
+        intro h
+        have h' : (0 : Fin 4) = 1 := congrArg Subtype.val h
+        exact absurd h' (by decide))]
       exact (hin u v).trans huv
-    · rw [if_neg (by simp)]
+    · rw [if_neg (by
+        intro h
+        have h' : (1 : Fin 4) = 0 := congrArg Subtype.val h
+        exact absurd h' (by decide))]
       exact (hin v u).trans ((dotProduct_comm v u).trans huv)
     · rw [if_pos rfl]
```
